# Random irreversible adsorption of immobile dimers on an infinite, initially empty chain leaves a fraction exp(-2) of sites vacant, where mean field predicts complete filling

## Solutions as bounded families of functions

The rate equations for empty runs form an infinite hierarchy, so it must be settled what counts as a solution. Here it is a family of real functions of time that satisfies every equation for \(t\ge 0\) and is uniformly bounded. Probabilities meet the second condition with bound 1. The hierarchy itself is postulated; the random adsorption process behind it is not constructed.

## Rates for empty runs

Dimers land on pairs of adjacent empty sites of an infinite chain, at unit rate per pair, and then neither move nor desorb. Let \(P_n(t)\) be the probability that \(n\ge 1\) given consecutive sites are empty. A dimer can destroy such a run by landing on one of its \(n-1\) internal pairs, or on one of the two pairs that straddle an end, which requires \(n+1\) empty sites. Hence

\[
P_n'=-(n-1)P_n-2P_{n+1},\qquad P_n(0)=1 .
\]

The mean-field approximation replaces \(P_2\) by \(P_1^2\), so its vacancy fraction \(p\) obeys \(p'=-2p^2\), \(p(0)=1\).

## What is stated

`SolvesHierarchy P` and `SolvesMeanField p` express these two initial-value problems. The derivative is `HasDerivWithinAt` on `Set.Ici 0`, which is one-sided at \(t=0\), so negative times are unconstrained. Only \(n\ge1\) enters, and `(n : ℝ) - 1` is a subtraction of real numbers. The hypothesis `hM` supplies the uniform bound \(M\).

The final theorem, `jamming_versus_meanField`, says that \(P_1\to e^{-2}\approx 0.135\) for every bounded solution of the hierarchy, while every mean-field solution tends to zero. For immobile dimers that adsorb irreversibly on an initially empty one-dimensional lattice, the mean-field rate equation above therefore gets the final coverage wrong, and \(e^{-2}\) is a reference value for the final vacancy fraction in simulations of this process on long chains.

## Derivation

**The closed expression.** Put

\[
P_n(t)=\exp\!\big(-(n-1)t-2(1-e^{-t})\big).
\]

Then \(P_n(0)=1\) and \(P_{n+1}=e^{-t}P_n\). Differentiating the exponent gives

\[
P_n'=\big(-(n-1)-2e^{-t}\big)P_n=-(n-1)P_n-2P_{n+1}.
\]

**Uniqueness.** Let \(D_n\) be the difference between a solution bounded by \(M\) and this expression, which lies between 0 and 1. Then \(|D_n|\le K=M+1\), \(D_n(0)=0\), and \(D_n\) obeys the same linear equations. With \(E_m=e^{(m-1)t}D_m\) the diagonal term cancels:

\[
E_m'=-2e^{(m-1)t}D_{m+1},\qquad |E_m'|\le 2|E_{m+1}| .
\]

Fix \(T\ge0\). On \([0,T]\) we have \(|E_m|\le Ke^{mT}\) for every \(m\ge1\), and integrating \(k\) times gives

\[
|E_m(t)|\le K e^{(m+k)T}\frac{(2t)^k}{k!}.
\]

At \(t=T\) the right side is \(Ke^{mT}(2Te^T)^k/k!\), which tends to zero as \(k\to\infty\). So \(D_m(T)=0\).

**Mean field.** For a solution \(p\), set \(g=p(1+2t)-1\). Then \(g(0)=0\) and

\[
g'=-2p^2(1+2t)+2p=-2pg .
\]

On a bounded time interval \(p\) is continuous, hence \(|p|\le C\) for some \(C\), and \(|g'|\le2C|g|\). Grönwall's inequality gives \(g=0\), so \(p=1/(1+2t)\).

**Limits.** As \(t\to\infty\), \(P_1=\exp(-2(1-e^{-t}))\to e^{-2}\) and \(1/(1+2t)\to0\).

## The Lean file

```lean
import Mathlib

open Filter Topology

namespace DimerAdsorption

noncomputable section

/-- The rate hierarchy for irreversible dimer adsorption on an initially empty chain:
`P n t` stands for the probability that `n ≥ 1` given consecutive sites are empty at time `t ≥ 0`. -/
def SolvesHierarchy (P : ℕ → ℝ → ℝ) : Prop :=
  (∀ n, 1 ≤ n → P n 0 = 1) ∧
  ∀ n, 1 ≤ n → ∀ t, 0 ≤ t →
    HasDerivWithinAt (P n) (-((n : ℝ) - 1) * P n t - 2 * P (n + 1) t) (Set.Ici 0) t

/-- The mean-field equation `p' = -2 p²` for the vacancy fraction of an initially empty chain,
for times `t ≥ 0`. -/
def SolvesMeanField (p : ℝ → ℝ) : Prop :=
  p 0 = 1 ∧ ∀ t, 0 ≤ t → HasDerivWithinAt p (-2 * p t ^ 2) (Set.Ici 0) t

/-- The closed expression `exp(-(n-1)t - 2(1 - exp(-t)))` for a run of `n` empty sites. -/
def emptyRun (n : ℕ) (t : ℝ) : ℝ :=
  Real.exp (-((n : ℝ) - 1) * t - 2 * (1 - Real.exp (-t)))

/-- Lengthening an empty run by one site multiplies `emptyRun` by `exp(-t)`,
whatever the length of the run. -/
theorem emptyRun_succ (n : ℕ) (t : ℝ) :
    emptyRun (n + 1) t = Real.exp (-t) * emptyRun n t := by
  unfold emptyRun
  rw [← Real.exp_add]
  congr 1
  push_cast
  ring

/-- The closed expression solves the rate hierarchy with an initially empty chain. -/
theorem emptyRun_solves : SolvesHierarchy emptyRun := by
  refine ⟨fun n _ => by simp [emptyRun], fun n _ t _ => ?_⟩
  have h1 : HasDerivAt (fun s : ℝ => Real.exp (-s)) (-Real.exp (-t)) t :=
    (hasDerivAt_id' t).fun_neg.exp.congr_deriv (by ring)
  have h2 : HasDerivAt (fun s : ℝ => -((n : ℝ) - 1) * s - 2 * (1 - Real.exp (-s)))
      (-((n : ℝ) - 1) - 2 * Real.exp (-t)) t :=
    (((hasDerivAt_id' t).const_mul (-((n : ℝ) - 1))).fun_sub
      ((h1.const_sub 1).const_mul 2)).congr_deriv (by ring)
  have h3 : HasDerivAt (emptyRun n)
      (emptyRun n t * (-((n : ℝ) - 1) - 2 * Real.exp (-t))) t := h2.exp
  refine (h3.congr_deriv ?_).hasDerivWithinAt
  rw [emptyRun_succ]
  ring

/-- A uniformly bounded family that obeys the linear rate equations and vanishes at time zero
vanishes at all later times; only the members with `n ≥ 1` are meant. -/
theorem hierarchy_zero {D : ℕ → ℝ → ℝ} {M : ℝ} (h0 : ∀ n, 1 ≤ n → D n 0 = 0)
    (hD : ∀ n, 1 ≤ n → ∀ t, 0 ≤ t →
      HasDerivWithinAt (D n) (-((n : ℝ) - 1) * D n t - 2 * D (n + 1) t) (Set.Ici 0) t)
    (hM : ∀ n, 1 ≤ n → ∀ t, 0 ≤ t → |D n t| ≤ M)
    (n : ℕ) (hn : 1 ≤ n) (T : ℝ) (hT : 0 ≤ T) : D n T = 0 := by
  -- k-fold integration gains a factor (2t)^k / k!
  have key : ∀ k m : ℕ, 1 ≤ m → ∀ t ∈ Set.Icc 0 T,
      ‖Real.exp (((m : ℝ) - 1) * t) * D m t‖ ≤
        M * Real.exp T ^ (m + k) * ((2 * t) ^ k / (k.factorial : ℝ)) := by
    intro k
    induction k with
    | zero =>
      intro m hm t ht
      have he : Real.exp (((m : ℝ) - 1) * t) ≤ Real.exp T ^ m := by
        rw [← Real.exp_nat_mul]
        apply Real.exp_le_exp.mpr
        have h := mul_le_mul_of_nonneg_left ht.2 (Nat.cast_nonneg (α := ℝ) m)
        linarith [ht.1]
      rw [Real.norm_eq_abs, abs_mul, abs_of_pos (Real.exp_pos _)]
      calc _ ≤ Real.exp T ^ m * M :=
            mul_le_mul he (hM m hm t ht.1) (abs_nonneg _) (by positivity)
        _ = _ := by
            simp only [add_zero, pow_zero, Nat.factorial_zero, Nat.cast_one, div_one]
            ring
    | succ k ih =>
      intro m hm t ht
      -- the exponential factor removes the diagonal loss term
      have hder : ∀ s, 0 ≤ s →
          HasDerivWithinAt (fun s => Real.exp (((m : ℝ) - 1) * s) * D m s)
            (-2 * Real.exp (((m : ℝ) - 1) * s) * D (m + 1) s) (Set.Ici 0) s := by
        intro s hs
        have h1 : HasDerivAt (fun s : ℝ => Real.exp (((m : ℝ) - 1) * s))
            (Real.exp (((m : ℝ) - 1) * s) * ((m : ℝ) - 1)) s :=
          ((hasDerivAt_id' s).const_mul ((m : ℝ) - 1)).exp.congr_deriv (by ring)
        exact (h1.hasDerivWithinAt.fun_mul (hD m hm s hs)).congr_deriv (by ring)
      have hB : ∀ s : ℝ, HasDerivAt
          (fun s : ℝ => M * Real.exp T ^ (m + (k + 1)) *
            ((2 * s) ^ (k + 1) / ((k + 1).factorial : ℝ)))
          (M * Real.exp T ^ (m + (k + 1)) * (2 * ((2 * s) ^ k / (k.factorial : ℝ)))) s := by
        intro s
        refine (((((hasDerivAt_id' s).const_mul (2 : ℝ)).fun_pow (k + 1)).div_const
          ((k + 1).factorial : ℝ)).const_mul (M * Real.exp T ^ (m + (k + 1)))).congr_deriv ?_
        have hk : (k.factorial : ℝ) ≠ 0 := by positivity
        have hk1 : (k : ℝ) + 1 ≠ 0 := by positivity
        simp only [Nat.add_sub_cancel, Nat.factorial_succ, Nat.cast_mul, Nat.cast_add,
          Nat.cast_one]
        field_simp
      refine image_norm_le_of_norm_deriv_right_le_deriv_boundary
        (fun s hs => (hder s hs.1).continuousWithinAt.mono Set.Icc_subset_Ici_self)
        (fun s hs => (hder s hs.1).mono (Set.Ici_subset_Ici.mpr hs.1)) ?_ hB ?_ ht
      · simp [h0 m hm]
      · intro s hs
        have h3 := ih (m + 1) (by omega) s ⟨hs.1, hs.2.le⟩
        have h4 : Real.exp (((m : ℝ) - 1) * s) ≤ Real.exp ((((m + 1 : ℕ) : ℝ) - 1) * s) :=
          Real.exp_le_exp.mpr (by push_cast; linarith [hs.1])
        have h5 := mul_le_mul_of_nonneg_right h4 (abs_nonneg (D (m + 1) s))
        rw [Real.norm_eq_abs, abs_mul, abs_of_pos (Real.exp_pos _),
          show m + 1 + k = m + (k + 1) by omega] at h3
        rw [Real.norm_eq_abs, abs_mul, abs_mul, abs_of_pos (Real.exp_pos _), abs_neg, abs_two]
        linarith
  -- the factorial wins as k grows
  have hlim := (FloorSemiring.tendsto_pow_div_factorial_atTop
    (Real.exp T * (2 * T))).const_mul (M * Real.exp T ^ n)
  rw [mul_zero] at hlim
  have hle : ‖Real.exp (((n : ℝ) - 1) * T) * D n T‖ ≤ 0 := by
    refine ge_of_tendsto' hlim (fun k => (key k n hn T ⟨hT, le_rfl⟩).trans_eq ?_)
    simp only [pow_add, mul_pow]
    ring
  exact (mul_eq_zero.mp (norm_le_zero_iff.mp hle)).resolve_left (Real.exp_ne_zero _)

/-- Every uniformly bounded solution of the rate hierarchy is given by the closed expression for all
`n ≥ 1` and `t ≥ 0`. -/
theorem hierarchy_unique {P : ℕ → ℝ → ℝ} {M : ℝ} (hP : SolvesHierarchy P)
    (hM : ∀ n, 1 ≤ n → ∀ t, 0 ≤ t → |P n t| ≤ M)
    (n : ℕ) (hn : 1 ≤ n) (t : ℝ) (ht : 0 ≤ t) : P n t = emptyRun n t := by
  refine sub_eq_zero.mp (hierarchy_zero (D := fun n t => P n t - emptyRun n t) (M := M + 1)
    (fun m hm => ?_) (fun m hm s hs => ?_) (fun m hm s hs => ?_) n hn t ht)
  · simp only [hP.1 m hm, emptyRun_solves.1 m hm, sub_self]
  · exact ((hP.2 m hm s hs).fun_sub (emptyRun_solves.2 m hm s hs)).congr_deriv (by ring)
  · have h1 := abs_le.mp (hM m hm s hs)
    have h2 : 0 < emptyRun m s := Real.exp_pos _
    have h3 : emptyRun m s ≤ 1 := by
      apply Real.exp_le_one_iff.mpr
      have h4 : Real.exp (-s) ≤ 1 := Real.exp_le_one_iff.mpr (by linarith)
      have h5 : (1 : ℝ) ≤ m := by exact_mod_cast hm
      have h6 := mul_nonneg (sub_nonneg.mpr h5) hs
      linarith
    exact abs_le.mpr ⟨by linarith [h1.1], by linarith [h1.2]⟩

/-- The function `1/(1+2t)` solves the mean-field equation for `t ≥ 0`. -/
theorem meanField_solution : SolvesMeanField (fun t => 1 / (1 + 2 * t)) := by
  refine ⟨by norm_num, fun t ht => ?_⟩
  have h1 : HasDerivAt (fun s : ℝ => 1 + 2 * s) 2 t :=
    (((hasDerivAt_id' t).const_mul (2 : ℝ)).const_add 1).congr_deriv (by ring)
  have hne : 1 + 2 * t ≠ 0 := by positivity
  exact (((hasDerivAt_const t (1 : ℝ)).fun_div h1 hne).congr_deriv
    (by rw [div_pow]; ring)).hasDerivWithinAt

/-- Every solution of the mean-field equation equals `1/(1+2t)` at all times `t ≥ 0`. -/
theorem meanField_unique {p : ℝ → ℝ} (hp : SolvesMeanField p) (t : ℝ) (ht : 0 ≤ t) :
    p t = 1 / (1 + 2 * t) := by
  -- g = p (1 + 2s) - 1 obeys the linear equation g' = -2 p g
  have hder : ∀ s, 0 ≤ s → HasDerivWithinAt (fun s => p s * (1 + 2 * s) - 1)
      (-2 * p s * (p s * (1 + 2 * s) - 1)) (Set.Ici 0) s := by
    intro s hs
    have h1 : HasDerivAt (fun s : ℝ => 1 + 2 * s) 2 s :=
      (((hasDerivAt_id' s).const_mul (2 : ℝ)).const_add 1).congr_deriv (by ring)
    exact (((hp.2 s hs).fun_mul h1.hasDerivWithinAt).sub_const 1).congr_deriv (by ring)
  have hc : ContinuousOn p (Set.Icc 0 t) := fun s hs =>
    (hp.2 s hs.1).continuousWithinAt.mono Set.Icc_subset_Ici_self
  obtain ⟨C, hC⟩ := isCompact_Icc.exists_bound_of_continuousOn hc
  have h := norm_le_gronwallBound_of_norm_deriv_right_le (δ := 0) (K := 2 * C) (ε := 0)
    (fun s hs => (hder s hs.1).continuousWithinAt.mono Set.Icc_subset_Ici_self)
    (fun s hs => (hder s hs.1).mono (Set.Ici_subset_Ici.mpr hs.1))
    (by simp [hp.1])
    (fun s hs => by
      have h2 := hC s ⟨hs.1, hs.2.le⟩
      rw [norm_mul, norm_mul, norm_neg, Real.norm_two, add_zero]
      gcongr) t ⟨ht, le_rfl⟩
  rw [gronwallBound_ε0, zero_mul] at h
  have hg := norm_le_zero_iff.mp h
  rw [eq_div_iff (by positivity)]
  linarith

/-- For every uniformly bounded solution of the rate hierarchy the vacancy fraction tends to
`exp(-2)`, whereas every solution of the mean-field equation tends to zero. -/
theorem jamming_versus_meanField {P : ℕ → ℝ → ℝ} {M : ℝ} {p : ℝ → ℝ}
    (hP : SolvesHierarchy P) (hM : ∀ n, 1 ≤ n → ∀ t, 0 ≤ t → |P n t| ≤ M)
    (hp : SolvesMeanField p) :
    Tendsto (P 1) atTop (𝓝 (Real.exp (-2))) ∧ Tendsto p atTop (𝓝 0) := by
  constructor
  · have h1 : Tendsto (fun t : ℝ => -2 * (1 - Real.exp (-t))) atTop (𝓝 (-2 * (1 - 0))) :=
      (tendsto_const_nhds.sub Real.tendsto_exp_neg_atTop_nhds_zero).const_mul (-2)
    rw [sub_zero, mul_one] at h1
    refine ((Real.continuous_exp.tendsto (-2)).comp h1).congr' ?_
    filter_upwards [eventually_ge_atTop 0] with t ht
    rw [hierarchy_unique hP hM 1 le_rfl t ht]
    unfold emptyRun
    simp only [Function.comp_apply]
    congr 1
    push_cast
    ring
  · have h2 : Tendsto (fun t : ℝ => 1 + 2 * t) atTop atTop :=
      tendsto_atTop_add_const_left _ 1 (tendsto_id.const_mul_atTop two_pos)
    have h3 : Tendsto (fun t : ℝ => 1 / (1 + 2 * t)) atTop (𝓝 0) :=
      tendsto_const_nhds.div_atTop h2
    refine h3.congr' ?_
    filter_upwards [eventually_ge_atTop 0] with t ht
    exact (meanField_unique hp t ht).symm

end

end DimerAdsorption
```

```lean
#print axioms DimerAdsorption.meanField_solution
#print axioms DimerAdsorption.jamming_versus_meanField
```

```
'DimerAdsorption.meanField_solution' depends on axioms: [propext, Classical.choice, Quot.sound]
'DimerAdsorption.jamming_versus_meanField' depends on axioms: [propext, Classical.choice, Quot.sound]
```

## From the derivation to the lemmas

`emptyRun_succ` is the factor \(e^{-t}\), and `emptyRun_solves` uses it after the chain rule. `hierarchy_zero` contains the repeated integration, with its own `M` in the role of \(K\). The estimate `key` is proved by induction on `k` for all `m` at once, because the step for `m` needs the previous bound at `m + 1`. `hierarchy_unique` applies the lemma to the difference.

`meanField_solution` checks that \(1/(1+2t)\) is a solution; `meanField_unique` carries out the Grönwall argument. The final theorem transfers the limits of the explicit formulas, which agree with the given solutions for \(t\ge0\).

## Integration without integrals

The induction step uses `image_norm_le_of_norm_deriv_right_le_deriv_boundary`. Suppose a continuous function \(f\) on \([a,b]\) starts with \(\|f(a)\|\le B(a)\), and its right derivative satisfies \(\|f'\|\le B'\) on \([a,b)\). Then \(\|f\|\le B\) on the whole interval. Here \(f=E_m\), and \(B\) is the bound with \(k+1\) in place of \(k\); `hB` computes its derivative. No integral is formed, so integrability need not be checked, and the one-sided derivatives in the definitions suffice.
